# The survival amplitude of a finite-dimensional state as a weighted sum of energy phases

For a system with a finite-dimensional state space and a time-independent Hamiltonian, the theorem `amplitude_eq` expands the survival amplitude of a state in energy phases. In mathematics, for a Hermitian matrix H, any complex vector ψ and real t, with ħ = 1, it states that ⟨ψ, exp(−itH)ψ⟩ = Σₖ pₖ exp(−iEₖt), where pₖ = |⟨vₖ, ψ⟩|² and the vₖ are an orthonormal eigenbasis with eigenvalues Eₖ. The vector ψ need not be normalised; for nonzero ψ, the normalised amplitude is this one divided by ‖ψ‖². The attempt diagonalises H with the unitary matrix of its eigenvectors, carries the exponential over to the diagonal matrix, and compares the two sums term by term.

This version doesn't compile in Lean 4 with Mathlib:

```lean
import Mathlib

open Matrix Filter Topology

namespace AmplitudeEq

noncomputable section

variable {n : Type*} [Fintype n] [DecidableEq n] {H : Matrix n n ℂ}

/-- The survival amplitude `⟨ψ, exp(-itH) ψ⟩`, with `ħ = 1`. -/
def amplitude (H : Matrix n n ℂ) (ψ : n → ℂ) (t : ℝ) : ℂ :=
  star ψ ⬝ᵥ (NormedSpace.exp ((-(Complex.I * t)) • H) *ᵥ ψ)

/-- The weight `p_k = |⟨v_k, ψ⟩|²` of `ψ` on the `k`-th vector of an orthonormal eigenbasis
of `H`. -/
def weight (hH : H.IsHermitian) (ψ : n → ℂ) (k : n) : ℝ :=
  ‖star (hH.eigenvectorBasis k).ofLp ⬝ᵥ ψ‖ ^ 2

/-- The survival amplitude of a Hermitian matrix is the sum of the phases `exp(-i E_k t)`,
weighted with `p_k`. -/
theorem amplitude_eq (hH : H.IsHermitian) (ψ : n → ℂ) (t : ℝ) :
    amplitude H ψ t =
      ∑ k, (weight hH ψ k : ℂ) * Complex.exp (-(Complex.I * t) * hH.eigenvalues k) := by
  set c : ℂ := -(Complex.I * t) with hc
  let U : Matrix n n ℂ := hH.eigenvectorUnitary
  have hU : Uᴴ * U = 1 := Matrix.mem_unitaryGroup_iff'.mp hH.eigenvectorUnitary.2
  have hUU : U * Uᴴ = 1 := mul_eq_one_comm.mp hU
  have hinv : U⁻¹ = Uᴴ := Matrix.inv_eq_left_inv hU
  -- the columns of `U` are eigenvectors
  have hHU : H * U = U * diagonal (fun k => (hH.eigenvalues k : ℂ)) := by
    ext i j
    have h := congrFun (hH.mulVec_eigenvectorBasis j) i
    rw [Pi.smul_apply, Complex.real_smul] at h
    rw [Matrix.mul_diagonal]
    exact h.trans (mul_comm _ _)
  have hd : diagonal (fun k => c * (hH.eigenvalues k : ℂ))
      = c • diagonal (fun k => (hH.eigenvalues k : ℂ)) := Matrix.diagonal_smul c _
  have hcH : c • H = U * diagonal (fun k => c * (hH.eigenvalues k : ℂ)) * U⁻¹ := by
    rw [hd, hinv, Matrix.mul_smul, Matrix.smul_mul, ← hHU, Matrix.mul_assoc, hUU,
      Matrix.mul_one]
  have hunit : IsUnit U := ⟨⟨U, Uᴴ, hUU, hU⟩, rfl⟩
  have hstar : star ψ ᵥ* U = star (Uᴴ *ᵥ ψ) := by
    rw [Matrix.star_mulVec, Matrix.conjTranspose_conjTranspose]
  -- evolve in the eigenbasis, where the propagator is diagonal
  rw [amplitude, ← hc, hcH, Matrix.exp_conj _ _ hunit, Matrix.exp_diagonal, hinv,
    ← Matrix.mulVec_mulVec, ← Matrix.mulVec_mulVec, Matrix.dotProduct_mulVec, hstar]
  refine Finset.sum_congr rfl fun k _ => ?_
  have hw : weight hH ψ k = ‖(Uᴴ *ᵥ ψ) k‖ ^ 2 := rfl
  have hz : star ((Uᴴ *ᵥ ψ) k) * (Uᴴ *ᵥ ψ) k = (‖(Uᴴ *ᵥ ψ) k‖ : ℂ) ^ 2 :=
    Complex.conj_mul' _
  rw [Matrix.mulVec_diagonal, Pi.star_apply, Pi.exp_apply, ← Complex.exp_eq_exp_ℂ, hw,
    Complex.ofReal_pow, ← hz]
  ring

end

end AmplitudeEq
```

Messages:

```
Main.lean:52:45: error(lean.unknownIdentifier): Unknown identifier `Pi.exp_apply`
Main.lean:24:86: error: unsolved goals
n : Type u_1
inst✝¹ : Fintype n
inst✝ : DecidableEq n
H : Matrix n n ℂ
hH : H.IsHermitian
ψ : n → ℂ
t : ℝ
c : ℂ := -(Complex.I * ↑t)
hc : c = -(Complex.I * ↑t)
U : Matrix n n ℂ := ↑hH.eigenvectorUnitary
hU : Uᴴ * U = 1
hUU : U * Uᴴ = 1
hinv : U⁻¹ = Uᴴ
hHU : H * U = U * diagonal fun k => ↑(hH.eigenvalues k)
hd : (diagonal fun k => c * ↑(hH.eigenvalues k)) = c • diagonal fun k => ↑(hH.eigenvalues k)
hcH : c • H = (U * diagonal fun k => c * ↑(hH.eigenvalues k)) * U⁻¹
hunit : IsUnit U
hstar : star ψ ᵥ* U = star (Uᴴ *ᵥ ψ)
k : n
x✝ : k ∈ Finset.univ
hw : weight hH ψ k = ‖(Uᴴ *ᵥ ψ) k‖ ^ 2
hz : star ((Uᴴ *ᵥ ψ) k) * (Uᴴ *ᵥ ψ) k = ↑‖(Uᴴ *ᵥ ψ) k‖ ^ 2
⊢ star ((Uᴴ *ᵥ ψ) k) * (NormedSpace.exp (fun k => c * ↑(hH.eigenvalues k)) k * (Uᴴ *ᵥ ψ) k) =
    ↑(weight hH ψ k) * Complex.exp (c * ↑(hH.eigenvalues k))
```

Diagnosis. The first message says that Lean knows no declaration called `Pi.exp_apply`, so the rewrite stops at that name. The second is a consequence: it shows the goal left after `Matrix.mulVec_diagonal` and `Pi.star_apply` had done their work. In that goal the exponential is still taken of a whole function of the index and then evaluated at `k`, whereas the right-hand side has the exponential of a single complex number.

The missing step is that evaluation at `k` commutes with the exponential. The repair proves it as `hexp`: evaluation at `k` is a ring homomorphism, `Pi.evalRingHom`, and is continuous by `continuous_apply k`, so `NormedSpace.map_exp` applies. Rewriting with `hexp` in place of the unknown name leaves the exponential of a number, which `← Complex.exp_eq_exp_ℂ` turns into `Complex.exp`. The remaining rewrites and `ring` then close the goal as they stood.

Lean accepts the file once it reads:

```diff
@@ -50,5 +50,9 @@
   have hz : star ((Uᴴ *ᵥ ψ) k) * (Uᴴ *ᵥ ψ) k = (‖(Uᴴ *ᵥ ψ) k‖ : ℂ) ^ 2 :=
     Complex.conj_mul' _
-  rw [Matrix.mulVec_diagonal, Pi.star_apply, Pi.exp_apply, ← Complex.exp_eq_exp_ℂ, hw,
+  -- evaluation at `k` commutes with the exponential
+  have hexp : (NormedSpace.exp (fun j => c * (hH.eigenvalues j : ℂ)) : n → ℂ) k
+      = NormedSpace.exp (c * (hH.eigenvalues k : ℂ)) :=
+    NormedSpace.map_exp (Pi.evalRingHom (fun _ : n => ℂ) k) (continuous_apply k) _
+  rw [Matrix.mulVec_diagonal, Pi.star_apply, hexp, ← Complex.exp_eq_exp_ℂ, hw,
     Complex.ofReal_pow, ← hz]
   ring
```
